# Invertible band mixing leaves the Berry phase of a closed k-point string unchanged, for any augmented link overlaps

A diagonalisation at one k-point knows nothing of its neighbours. It returns each band with an arbitrary phase, and degenerate bands in an arbitrary mixture. If the Berry phase of a string of k-points depended on these choices, two runs on the same crystal could give different electronic polarisations. In projector augmented-wave and ultrasoft methods the overlap between neighbouring k-points also contains augmentation terms, so one has to know whether these spoil the cancellation of the arbitrary factors. They do not, whatever the overlap matrices are, as long as the mixing at each k-point is invertible.

## The string and its link matrices

In Lean 4 with Mathlib:

```lean
import Mathlib

open Matrix

namespace AugmentedBerryPhase

noncomputable section

variable {N : ℕ} [NeZero N] {n m : Type*} [Fintype n] [Fintype m] [DecidableEq m]
```

The number of k-points is `N`, and `NeZero N` says that it is not zero. The finite type `n` labels the basis functions and `m` labels the bands. The k-points will be elements of `ZMod N`, the integers modulo $N$, so the point after $k=N-1$ is $k=0$ and the string is closed.

```lean
/-- The link matrix `M_k = X_kᴴ S_k X_(k+1)` between the bands at neighbouring k-points,
with augmented link overlap `S_k`. -/
def link (S : ZMod N → Matrix n n ℂ) (X : ZMod N → Matrix n m ℂ) (k : ZMod N) :
    Matrix m m ℂ :=
  (X k)ᴴ * S k * X (k + 1)
```

A `def` introduces an object. Here `X k` is the matrix of band coefficients $X_k$, with one row per basis function and one column per band, `S k` is the overlap matrix $S_k$ for the link from $k$ to $k+1$, and `ᴴ` is the conjugate transpose. The link matrix is

$$M_k = X_k^\dagger S_k X_{k+1}.$$

Nothing is assumed about $S_k$: it need not be Hermitian, positive or invertible. In an augmented method it would hold the smooth overlap plus the augmentation terms, and on the closing link also the reciprocal-lattice phase. The file does not derive $S_k$ from projectors, nor does it require the $X_k$ to be eigenvectors or orthonormal. The basis has the same finite size at every k-point, and so does the set of bands.

```lean
/-- The product of the link determinants around the closed string of k-points. -/
def loopDet (S : ZMod N → Matrix n n ℂ) (X : ZMod N → Matrix n m ℂ) : ℂ :=
  ∏ k, (link S X k).det
```

This is the loop determinant $W=\prod_k \det M_k$, a single complex number.

```lean
/-- The bands after mixing them at each k-point by the matrix `U_k`. -/
def regauge (X : ZMod N → Matrix n m ℂ) (U : ZMod N → Matrix m m ℂ) :
    ZMod N → Matrix n m ℂ :=
  fun k => X k * U k
```

The new bands are $X_k U_k$, where the square matrix $U_k$ mixes the bands at one k-point. Since $k=0$ and $k=N$ are the same index, the same $U_0$ appears at both ends of the string.

## Which angles count as Berry phases

```lean
/-- The angle `φ` is a Berry phase of the string if the loop determinant is a positive
number times `exp (-iφ)`. -/
def IsBerryPhase (S : ZMod N → Matrix n n ℂ) (X : ZMod N → Matrix n m ℂ) (φ : ℝ) : Prop :=
  ∃ r : ℝ, 0 < r ∧ loopDet S X = (r : ℂ) * Complex.exp (((-φ : ℝ) : ℂ) * Complex.I)
```

`IsBerryPhase S X φ` is a statement about a real number $\varphi$: there is a real $r>0$ with

$$W = r\,e^{-i\varphi}.$$

This fixes the sign convention $\varphi=-\arg W$ modulo $2\pi$. It also means that a vanishing $W$ has no Berry phase at all.

```lean
/-- A string of k-points has a Berry phase exactly when its loop determinant is nonzero. -/
theorem exists_berryPhase_iff (S : ZMod N → Matrix n n ℂ) (X : ZMod N → Matrix n m ℂ) :
    (∃ φ, IsBerryPhase S X φ) ↔ loopDet S X ≠ 0 := by
  constructor
  · rintro ⟨φ, r, hr, h⟩
    rw [h]
    exact mul_ne_zero (Complex.ofReal_ne_zero.mpr hr.ne') (Complex.exp_ne_zero _)
  · intro h
    refine ⟨-Complex.arg (loopDet S X), ‖loopDet S X‖, norm_pos_iff.mpr h, ?_⟩
    rw [neg_neg]
    exact (Complex.norm_mul_exp_arg_mul_I _).symm
```

A `theorem` gives its hypotheses, then the claim after the colon, then the proof after `:= by`. The claim here is that a Berry phase exists exactly when $W\neq 0$.

If $W=re^{-i\varphi}$ with $r>0$, neither factor vanishes, so $W\ne0$. Conversely, a nonzero $W$ equals $|W|e^{i\arg W}$, and one takes $r=|W|$ and $\varphi=-\arg W$. The command `constructor` splits the equivalence into these two directions, and `refine` supplies the two values in the second.

```lean
/-- The Berry phase is determined up to integer multiples of `2π`. -/
theorem berryPhase_unique (S : ZMod N → Matrix n n ℂ) (X : ZMod N → Matrix n m ℂ)
    {φ : ℝ} (hφ : IsBerryPhase S X φ) (ψ : ℝ) :
    IsBerryPhase S X ψ ↔ ∃ j : ℤ, ψ = φ + j * (2 * Real.pi) := by
  obtain ⟨r, hr, h1⟩ := hφ
  constructor
  · rintro ⟨s, hs, h2⟩
    -- the moduli agree, so the phase factors agree
    have hrs : r = s := by
      have h := congrArg norm (h1.symm.trans h2)
      simpa only [norm_mul, Complex.norm_exp_ofReal_mul_I, mul_one, Complex.norm_real,
        Real.norm_of_nonneg hr.le, Real.norm_of_nonneg hs.le] using h
    subst hrs
    have he := mul_left_cancel₀ (Complex.ofReal_ne_zero.mpr hr.ne') (h1.symm.trans h2)
    obtain ⟨j, hj⟩ := Complex.exp_eq_exp_iff_exists_int.mp he
    have him := congrArg Complex.im hj
    simp at him
    exact ⟨j, by linarith⟩
  · rintro ⟨j, rfl⟩
    refine ⟨r, hr, h1.trans ?_⟩
    congr 1
    exact Complex.exp_eq_exp_iff_exists_int.mpr ⟨j, by push_cast; ring⟩
```

Given one Berry phase $\varphi$, the others are exactly the angles $\psi=\varphi+2\pi j$ with $j$ an integer.

Suppose $re^{-i\varphi}=se^{-i\psi}$ with $r,s>0$. Taking moduli gives $r=s$, which is the step `hrs`. Cancelling $r$ leaves $e^{-i\varphi}=e^{-i\psi}$, so $-i\varphi=-i\psi+2\pi i j$ for some integer $j$, and the imaginary part is the claim. In the other direction, adding $2\pi j$ to the angle does not change the exponential, so the same $r$ serves.

## How band mixing acts on the loop determinant

```lean
omit [NeZero N] [DecidableEq m] in
/-- Mixing the bands turns the link matrix `M_k` into `U_kᴴ M_k U_(k+1)`. -/
theorem link_regauge (S : ZMod N → Matrix n n ℂ) (X : ZMod N → Matrix n m ℂ)
    (U : ZMod N → Matrix m m ℂ) (k : ZMod N) :
    link S (regauge X U) k = (U k)ᴴ * link S X k * U (k + 1) := by
  simp only [link, regauge, Matrix.conjTranspose_mul, Matrix.mul_assoc]
```

By hand this is one line:

$$(X_kU_k)^\dagger S_k (X_{k+1}U_{k+1}) = U_k^\dagger\,(X_k^\dagger S_k X_{k+1})\,U_{k+1} = U_k^\dagger M_k U_{k+1}.$$

The proof unfolds the definitions, reverses the order under the conjugate transpose and moves brackets. The overlap $S_k$ stays in the middle untouched, which is why it can be arbitrary.

```lean
/-- Mixing the bands multiplies the loop determinant by the real number `∏ |det U_k|²`. -/
theorem loopDet_regauge (S : ZMod N → Matrix n n ℂ) (X : ZMod N → Matrix n m ℂ)
    (U : ZMod N → Matrix m m ℂ) :
    loopDet S (regauge X U) = ((∏ k, ‖(U k).det‖ ^ 2 : ℝ) : ℂ) * loopDet S X := by
  -- the string is closed, so shifting the index leaves the product unchanged
  have hshift : ∏ k, (U (k + 1)).det = ∏ k, (U k).det :=
    Equiv.prod_comp (Equiv.addRight (1 : ZMod N)) (fun k => (U k).det)
  have hsq : ∀ k, ((‖(U k).det‖ ^ 2 : ℝ) : ℂ) = star (U k).det * (U k).det := by
    intro k
    rw [Complex.ofReal_pow]
    exact (Complex.conj_mul' _).symm
  rw [Complex.ofReal_prod, Finset.prod_congr rfl (fun k _ => hsq k), Finset.prod_mul_distrib]
  simp only [loopDet, link_regauge, Matrix.det_mul, Matrix.det_conjTranspose,
    Finset.prod_mul_distrib]
  rw [hshift]
  ring
```

The determinant of the new link matrix is $\overline{\det U_k}\,\det M_k\,\det U_{k+1}$. Multiplying around the loop gives

$$W' = \Big(\prod_k \overline{\det U_k}\Big)\Big(\prod_k \det U_{k+1}\Big)\,W .$$

On a closed string $k+1$ runs over the same points as $k$, so the second product equals $\prod_k\det U_k$; this is `hshift`. Each determinant now meets its own conjugate, and $\overline{z}z=|z|^2$, which is `hsq`. Hence

$$W'=\Big(\prod_k|\det U_k|^2\Big)W .$$

In the code `‖ ‖` is the modulus, and the notation `( : ℂ)` regards the real product as a complex number. The identity holds for every choice of $U_k$, singular ones included.

## The Berry phase is gauge invariant

```lean
/-- Under an invertible mixing of the bands at each k-point the loop determinant is multiplied
by the positive number `∏ |det U_k|²`, and the Berry phases are the same as before. -/
theorem berryPhase_gauge_invariant (S : ZMod N → Matrix n n ℂ) (X : ZMod N → Matrix n m ℂ)
    (U : ZMod N → Matrix m m ℂ) (hU : ∀ k, IsUnit (U k)) :
    0 < ∏ k, ‖(U k).det‖ ^ 2 ∧
    loopDet S (regauge X U) = ((∏ k, ‖(U k).det‖ ^ 2 : ℝ) : ℂ) * loopDet S X ∧
    ∀ φ, IsBerryPhase S (regauge X U) φ ↔ IsBerryPhase S X φ := by
  have hpos : 0 < ∏ k, ‖(U k).det‖ ^ 2 := Finset.prod_pos fun k _ =>
    pow_pos (norm_pos_iff.mpr ((Matrix.isUnit_iff_isUnit_det _).mp (hU k)).ne_zero) 2
  have hW := loopDet_regauge S X U
  refine ⟨hpos, hW, fun φ => ?_⟩
  generalize (∏ k, ‖(U k).det‖ ^ 2 : ℝ) = c at hpos hW
  have hc : (c : ℂ) ≠ 0 := Complex.ofReal_ne_zero.mpr hpos.ne'
  -- a positive factor only rescales the modulus
  constructor
  · rintro ⟨r, hr, h⟩
    refine ⟨r / c, div_pos hr hpos, mul_left_cancel₀ hc ?_⟩
    rw [← hW, h, Complex.ofReal_div, ← mul_assoc, mul_div_cancel₀ _ hc]
  · rintro ⟨r, hr, h⟩
    refine ⟨c * r, mul_pos hpos hr, ?_⟩
    rw [hW, h, Complex.ofReal_mul, mul_assoc]
```

The hypothesis `hU` says that every $U_k$ is invertible; physically, the mixed bands at each k-point span the same space as the old ones. The conclusion has three parts, joined by `∧`: the factor $c=\prod_k|\det U_k|^2$ is positive, $W'=cW$, and an angle is a Berry phase of the new string exactly when it is one of the old.

An invertible matrix has a nonzero determinant, so every factor of $c$ is positive, and so is $c$. The second part is the previous theorem. For the third, if $W'=re^{-i\varphi}$, then $W=(r/c)e^{-i\varphi}$ with $r/c>0$. If instead $W=re^{-i\varphi}$, then $W'=(cr)e^{-i\varphi}$ with $cr>0$. The two bullets of the proof follow this order. If $W=0$, neither string has a Berry phase and the equivalence still holds.

Unitary mixing is a special case, and so is orthonormalising linearly independent bands at each k-point. For Berry-phase polarisation in a single-particle band calculation, the electronic phase of a finite string therefore does not depend on how the bands at each k-point were chosen within their span. The theorem says nothing about convergence as the mesh is refined.

## What a singular mixing destroys

```lean
/-- If the original string has a Berry phase, the string with mixed bands has one exactly when
every mixing matrix is invertible. -/
theorem regauge_has_berryPhase_iff (S : ZMod N → Matrix n n ℂ) (X : ZMod N → Matrix n m ℂ)
    (U : ZMod N → Matrix m m ℂ) (hX : ∃ φ, IsBerryPhase S X φ) :
    (∃ φ, IsBerryPhase S (regauge X U) φ) ↔ ∀ k, IsUnit (U k) := by
  have h0 := (exists_berryPhase_iff S X).mp hX
  rw [exists_berryPhase_iff, loopDet_regauge, mul_ne_zero_iff, Complex.ofReal_ne_zero,
    Finset.prod_ne_zero_iff]
  simp [h0, Matrix.isUnit_iff_isUnit_det]
```

If the original string has a Berry phase, the mixed one has a Berry phase exactly when all $U_k$ are invertible. Indeed $W\neq0$, so $W'=cW$ is nonzero exactly when $c$ is, and a finite product is nonzero exactly when each factor is.

A small example shows the failure. Take one k-point, two basis functions and two bands, with $X_0=S_0=\mathbb 1$. Then $W=1$, and $\varphi=0$ is a Berry phase. Now let

$$U_0=\begin{pmatrix}1&1\\0&0\end{pmatrix},$$

which puts the first band in both columns. The new link matrix is $U_0^\dagger U_0$, whose determinant is zero, so the phase is lost.

## Phase factors on the links can shift the Berry phase

```lean
/-- Extra phase factors `exp (-iθ_k)` on the link overlaps raise the Berry phase by the number
of bands times the sum of the `θ_k`. -/
theorem berryPhase_link_phases (S : ZMod N → Matrix n n ℂ) (X : ZMod N → Matrix n m ℂ)
    (θ : ZMod N → ℝ) {φ : ℝ} (hφ : IsBerryPhase S X φ) :
    IsBerryPhase (fun k => Complex.exp (((-θ k : ℝ) : ℂ) * Complex.I) • S k) X
      (φ + Fintype.card m * ∑ k, θ k) := by
  obtain ⟨r, hr, h⟩ := hφ
  refine ⟨r, hr, ?_⟩
  -- each link determinant collects one phase factor per band
  have hW : loopDet (fun k => Complex.exp (((-θ k : ℝ) : ℂ) * Complex.I) • S k) X =
      Complex.exp ((Fintype.card m : ℂ) * ∑ k, ((-θ k : ℝ) : ℂ) * Complex.I)
        * loopDet S X := by
    simp only [loopDet, link, Matrix.mul_smul, Matrix.smul_mul, Matrix.det_smul,
      Finset.prod_mul_distrib, Finset.prod_pow]
    rw [Complex.exp_nat_mul, Complex.exp_sum]
  rw [hW, h, mul_left_comm, ← Complex.exp_add]
  congr 2
  rw [← Finset.sum_mul]
  push_cast
  rw [Finset.sum_neg_distrib]
  ring

end

end AugmentedBerryPhase
```

Here the overlaps change and the bands stay fixed: $S_k$ becomes $e^{-i\theta_k}S_k$, with real $\theta_k$. Such factors arise, for example, when the origin of the position operator in the link overlap is moved. The symbol `•` multiplies a matrix by a number, and `Fintype.card m` is the number of bands, written $B$ below.

A scalar factor on a $B\times B$ matrix enters its determinant to the power $B$, so

$$\det M_k \to e^{-iB\theta_k}\det M_k,\qquad W\to e^{-iB\sum_k\theta_k}\,W .$$

If $W=re^{-i\varphi}$, the new loop determinant is $r\exp\big[-i(\varphi+B\sum_k\theta_k)\big]$, and the Berry phase rises by $B\sum_k\theta_k$. The step `hW` collects the factors, and the remaining lines add the exponents. The phases of the bands always cancel around the loop, but these need not: unless $B\sum_k\theta_k$ is a multiple of $2\pi$, the string has different Berry phases before and after. Two electronic polarisations computed with different link phases can therefore differ for that reason alone.

```lean
#print axioms AugmentedBerryPhase.berryPhase_unique
-- 'AugmentedBerryPhase.berryPhase_unique' depends on axioms: [propext, Classical.choice, Quot.sound]
#print axioms AugmentedBerryPhase.berryPhase_gauge_invariant
-- 'AugmentedBerryPhase.berryPhase_gauge_invariant' depends on axioms: [propext, Classical.choice, Quot.sound]
#print axioms AugmentedBerryPhase.regauge_has_berryPhase_iff
-- 'AugmentedBerryPhase.regauge_has_berryPhase_iff' depends on axioms: [propext, Classical.choice, Quot.sound]
#print axioms AugmentedBerryPhase.berryPhase_link_phases
-- 'AugmentedBerryPhase.berryPhase_link_phases' depends on axioms: [propext, Classical.choice, Quot.sound]
```
